# The q⁴ coefficient of the plasmon dispersion from the long-wavelength dielectric function

Let $s=\omega^2$ be the squared plasmon frequency at wave number $q$, and $P=\omega_p^2>0$ its value at long wavelength. In atomic units, consider the equation

$$s^2 = P s + P\left(a q^2 + \tfrac{q^4}{4}\right), \qquad\text{or}\qquad s-P=\frac{P}{s}\left(a q^2+\tfrac{q^4}{4}\right),$$

with $a$ a constant proportional to the mean square velocity of the electrons. If $s\to P$, the factor $P/s$ tends to 1, so $s-P\approx a q^2$. This shift changes the factor itself: $P/s\approx 1-aq^2/P$. Put back, it gives

$$s \approx P + a q^2 + \left(\tfrac14-\tfrac{a^2}{P}\right)q^4 .$$

The $q^2$ law thus feeds a term $-a^2/P$ into the $q^4$ coefficient. For $a=0$, electrons at rest, only $1/4$ remains; it comes from the square of the recoil energy $q^2/2$. Through order $q^4$, the random-phase dielectric function also contains a constant $b$ from the fourth moment of the velocity, which turns the quadratic equation into a cubic and the coefficient into $1/4+(b-a^2)/P$.

## The dielectric function and its cubic

```lean
import Mathlib

open Filter Topology

namespace PlasmonDispersion

noncomputable section
```

The first line loads the mathematical library Mathlib. Opening `Filter` and `Topology` makes the notation for limits available.

```lean
/-- The long-wavelength dielectric function through order `q ^ 4`, in atomic units, with squared
plasma frequency `P` and velocity moments `a`, `b`; its domain is `ω ≠ 0`. -/
def dielectric (P a b q ω : ℝ) : ℝ :=
  1 - P / ω ^ 2 - P * (a * q ^ 2 + q ^ 4 / 4) / ω ^ 4 - P * b * q ^ 4 / ω ^ 6
```

In atomic units this reads

$$\varepsilon(q,\omega)=1-\frac{P}{\omega^2}-\frac{P(aq^2+q^4/4)}{\omega^4}-\frac{P\,b\,q^4}{\omega^6}.$$

It is the high-frequency expansion, through $q^4$, of the random-phase (Lindhard) dielectric function, with $a=3\langle u^2\rangle$ and $b=5\langle u^4\rangle$ for one velocity component $u$. The file takes the expansion as its starting definition. Exchange-correlation corrections and damping are absent from the model.

```lean
/-- The plasmon cubic in the squared frequency `s`, at wave number `q`. -/
def plasmonCubic (P a b q s : ℝ) : ℝ :=
  s ^ 3 - (P * s ^ 2 + P * (a * q ^ 2 + q ^ 4 / 4) * s + P * b * q ^ 4)
```

`plasmonCubic` is the left side minus the right side of

$$s^3=Ps^2+P\left(aq^2+\tfrac{q^4}{4}\right)s+P\,b\,q^4 ,$$

so a root is a value of `s` at which it equals zero.

```lean
/-- The average of `f` over one velocity component in a uniformly filled Fermi sphere of
radius `v`; its domain is `v > 0`. -/
def fermiAverage (v : ℝ) (f : ℝ → ℝ) : ℝ :=
  ∫ u in (-v)..v, f u * (3 / (4 * v ^ 3) * (v ^ 2 - u ^ 2))
```

At fixed $u$, a filled sphere of radius $v$ in velocity space has a disc of area $\pi(v^2-u^2)$ as its slice. Dividing by the volume $4\pi v^3/3$ gives the weight $3(v^2-u^2)/(4v^3)$. `fermiAverage v f` integrates `f` with this weight from $-v$ to $v$; here $v$ is the Fermi velocity.

```lean
/-- At nonzero frequency, the dielectric function vanishes exactly when the squared frequency
is a root of the plasmon cubic. -/
theorem dielectric_eq_zero_iff {P a b q ω : ℝ} (hω : ω ≠ 0) :
    dielectric P a b q ω = 0 ↔ plasmonCubic P a b q (ω ^ 2) = 0 := by
  have e : plasmonCubic P a b q (ω ^ 2) = ω ^ 6 * dielectric P a b q ω := by
    unfold plasmonCubic dielectric
    field_simp
    ring
  rw [e, mul_eq_zero, or_iff_right (pow_ne_zero 6 hω)]
```

A Lean theorem lists its hypotheses, then the statement after a colon, then the proof after `:= by`. Here `hω` says that $\omega\neq0$, and the statement is that $\varepsilon=0$ exactly when $\omega^2$ is a root of the cubic. By hand, one multiplies $\varepsilon$ by $\omega^6$ and obtains the cubic at $s=\omega^2$. That identity is `e`; since $\omega^6\ne0$, the two sides vanish together.

## A branch that starts at the plasma frequency

```lean
/-- For `P > 0` and nonnegative moments, the plasmon cubic has a branch of roots that tends to
the squared plasma frequency at long wavelength. -/
theorem exists_plasmon_branch {P a b : ℝ} (hP : 0 < P) (ha : 0 ≤ a) (hb : 0 ≤ b) :
    ∃ s : ℝ → ℝ, (∀ q, plasmonCubic P a b q (s q) = 0) ∧ Tendsto s (𝓝[≠] 0) (𝓝 P) := by
  have key : ∀ q : ℝ, ∃ x : ℝ,
      x ∈ Set.Icc P (P + (a * q ^ 2 + q ^ 4 / 4 + b * q ^ 4 / P)) ∧
        plasmonCubic P a b q x = 0 := by
    intro q
    have hA : 0 ≤ a * q ^ 2 + q ^ 4 / 4 := by positivity
    have hC : 0 ≤ b * q ^ 4 / P := by positivity
    have hPC : b * q ^ 4 / P * P = b * q ^ 4 := div_mul_cancel₀ _ hP.ne'
    unfold plasmonCubic
    generalize a * q ^ 2 + q ^ 4 / 4 = A at hA ⊢
    generalize b * q ^ 4 / P = C at hC hPC ⊢
    have hcont : ContinuousOn (fun x : ℝ => x ^ 3 - (P * x ^ 2 + P * A * x + P * b * q ^ 4))
        (Set.Icc P (P + (A + C))) := by fun_prop
    -- the cubic changes sign between the two ends of the interval
    have hlow : P ^ 3 - (P * P ^ 2 + P * A * P + P * b * q ^ 4) ≤ 0 := by
      have h1 : 0 ≤ P * A * P + P * b * q ^ 4 := by positivity
      linarith [show P * P ^ 2 = P ^ 3 by ring]
    have hhigh : 0 ≤ (P + (A + C)) ^ 3 -
        (P * (P + (A + C)) ^ 2 + P * A * (P + (A + C)) + P * b * q ^ 4) := by
      have h1 : 0 ≤ A * (P + A + C) * (A + C) + C * (A + C) * (2 * P + A + C) := by
        positivity
      have h2 : (P + (A + C)) ^ 3 -
          (P * (P + (A + C)) ^ 2 + P * A * (P + (A + C)) + P * b * q ^ 4) =
          A * (P + A + C) * (A + C) + C * (A + C) * (2 * P + A + C) := by
        linear_combination P * hPC
      rw [h2]
      exact h1
    obtain ⟨x, hx, hx0⟩ := intermediate_value_Icc (by linarith) hcont ⟨hlow, hhigh⟩
    exact ⟨x, hx, hx0⟩
  choose s hs hroot using key
  have hc : Continuous (fun q : ℝ => P + (a * q ^ 2 + q ^ 4 / 4 + b * q ^ 4 / P)) := by
    fun_prop
  have hup := (hc.tendsto' 0 P (by simp)).mono_left (nhdsWithin_le_nhds (s := {0}ᶜ))
  exact ⟨s, hroot, tendsto_of_tendsto_of_tendsto_of_le_of_le tendsto_const_nhds hup
    (fun q => (hs q).1) (fun q => (hs q).2)⟩
```

For $P>0$ and $a,b\ge0$, there is a function $s(q)$ that solves the cubic at every $q$ and tends to $P$. The signs of $a$ and $b$ are those of averages of $u^2$ and $u^4$. The symbol `𝓝[≠] 0` means that $q$ approaches 0 without being 0, and `Tendsto s (𝓝[≠] 0) (𝓝 P)` says $s(q)\to P$ in that sense.

Write $A=aq^2+q^4/4$ and $C=bq^4/P$. At $s=P$ the cubic has the value $-P^2A-P^2C\le0$. At $s=P+A+C$ it equals

$$s^2(A+C)-PAs-P^2C = A\,s\,(A+C)+C(A+C)(2P+A+C)\ge0 .$$

These are `hlow` and `hhigh`. The intermediate value theorem supplies a root between the two ends, and `choose` collects one root for each $q$ into a function. As $q\to0$ the upper end tends to $P$, so the root is squeezed to $P$.

## The two coefficients

```lean
/-- If `P > 0`, `s` tends to `P`, and `s` solves the plasmon cubic up to a remainder that is
`o(q ^ 4)`, then the `q ^ 2` coefficient of the squared plasmon frequency is `a`. -/
theorem plasmon_quadratic {P a b : ℝ} {s r : ℝ → ℝ} (hP : 0 < P)
    (hs : Tendsto s (𝓝[≠] 0) (𝓝 P))
    (hr : Tendsto (fun q => r q / q ^ 4) (𝓝[≠] 0) (𝓝 0))
    (h : ∀ᶠ q in 𝓝[≠] 0, plasmonCubic P a b q (s q) = r q) :
    Tendsto (fun q => (s q - P) / q ^ 2) (𝓝[≠] 0) (𝓝 a) := by
  have hq : Tendsto (fun q : ℝ => q ^ 2) (𝓝[≠] 0) (𝓝 0) :=
    ((continuous_pow 2).tendsto' 0 0 (by simp)).mono_left nhdsWithin_le_nhds
  -- the cubic divided by `q ^ 2 * s ^ 2`
  have lim : Tendsto (fun q => (P * (a + q ^ 2 / 4) * s q + P * b * q ^ 2
      + r q / q ^ 4 * q ^ 2) / s q ^ 2) (𝓝[≠] 0)
      (𝓝 ((P * (a + 0 / 4) * P + P * b * 0 + 0 * 0) / P ^ 2)) :=
    ((((((hq.div_const 4).const_add a).const_mul P).mul hs).add
      (hq.const_mul (P * b))).add (hr.mul hq)).div (hs.pow 2) (pow_ne_zero 2 hP.ne')
  have e : (P * (a + 0 / 4) * P + P * b * 0 + 0 * 0) / P ^ 2 = a := by
    rw [div_eq_iff (pow_ne_zero 2 hP.ne')]
    ring
  rw [e] at lim
  refine lim.congr' ?_
  filter_upwards [h, hs.eventually_ne hP.ne', self_mem_nhdsWithin] with q h1 h2 h3
  have hq0 : q ≠ 0 := h3
  have hρ : r q / q ^ 4 * q ^ 4 = r q := div_mul_cancel₀ _ (pow_ne_zero 4 hq0)
  unfold plasmonCubic at h1
  generalize r q / q ^ 4 = ρ at hρ ⊢
  rw [div_eq_div_iff (pow_ne_zero 2 h2) (pow_ne_zero 2 hq0)]
  linear_combination hρ - h1
```

The theorem allows a remainder $r(q)$ in the cubic, provided that $r/q^4\to0$. This makes room for higher-order terms dropped from the dielectric function. The quantifier `∀ᶠ q in 𝓝[≠] 0` asks for the equation only at nonzero $q$ close enough to 0. The conclusion is $(s-P)/q^2\to a$.

Rearranging the cubic gives

$$s^2(s-P)=P\left(aq^2+\tfrac{q^4}{4}\right)s+P\,b\,q^4+r .$$

Division by $q^2s^2$ yields

$$\frac{s-P}{q^2}=\frac{P(a+q^2/4)\,s+P\,b\,q^2+(r/q^4)\,q^2}{s^2}\;\longrightarrow\;\frac{P\,a\,P}{P^2}=a .$$

In the code, `lim` is the limit of the right-hand side and `e` simplifies its value. The step `lim.congr'` transfers the limit to the left-hand side, because the two sides agree near 0, where $s\neq0$. The final `linear_combination` checks that agreement by combining the known equations.

```lean
/-- If `P > 0`, `s` tends to `P`, and `s` solves the plasmon cubic up to a remainder that is
`o(q ^ 4)`, then the `q ^ 4` coefficient of the squared plasmon frequency is
`1 / 4 + (b - a ^ 2) / P`. -/
theorem plasmon_quartic {P a b : ℝ} {s r : ℝ → ℝ} (hP : 0 < P)
    (hs : Tendsto s (𝓝[≠] 0) (𝓝 P))
    (hr : Tendsto (fun q => r q / q ^ 4) (𝓝[≠] 0) (𝓝 0))
    (h : ∀ᶠ q in 𝓝[≠] 0, plasmonCubic P a b q (s q) = r q) :
    Tendsto (fun q => (s q - P - a * q ^ 2) / q ^ 4) (𝓝[≠] 0)
      (𝓝 (1 / 4 + (b - a ^ 2) / P)) := by
  have hD := plasmon_quadratic hP hs hr h
  -- the quadratic law is fed back into the cubic, divided by `q ^ 4 * s ^ 2`
  have lim : Tendsto (fun q => (-a * s q * ((s q - P) / q ^ 2) + P * s q / 4 + P * b
      + r q / q ^ 4) / s q ^ 2) (𝓝[≠] 0)
      (𝓝 ((-a * P * a + P * P / 4 + P * b + 0) / P ^ 2)) :=
    (((((hs.const_mul (-a)).mul hD).add ((hs.const_mul P).div_const 4)).add_const
      (P * b)).add hr).div (hs.pow 2) (pow_ne_zero 2 hP.ne')
  have e : (-a * P * a + P * P / 4 + P * b + 0) / P ^ 2 = 1 / 4 + (b - a ^ 2) / P := by
    have hX : (b - a ^ 2) / P * P = b - a ^ 2 := div_mul_cancel₀ _ hP.ne'
    rw [div_eq_iff (pow_ne_zero 2 hP.ne')]
    generalize (b - a ^ 2) / P = X at hX ⊢
    linear_combination -P * hX
  rw [e] at lim
  refine lim.congr' ?_
  filter_upwards [h, hs.eventually_ne hP.ne', self_mem_nhdsWithin] with q h1 h2 h3
  have hq0 : q ≠ 0 := h3
  have hρ : r q / q ^ 4 * q ^ 4 = r q := div_mul_cancel₀ _ (pow_ne_zero 4 hq0)
  have hd : (s q - P) / q ^ 2 * q ^ 2 = s q - P := div_mul_cancel₀ _ (pow_ne_zero 2 hq0)
  unfold plasmonCubic at h1
  generalize r q / q ^ 4 = ρ at hρ ⊢
  generalize (s q - P) / q ^ 2 = d at hd ⊢
  rw [div_eq_div_iff (pow_ne_zero 2 h2) (pow_ne_zero 4 hq0)]
  linear_combination hρ - h1 - a * s q * q ^ 2 * hd
```

Under the same hypotheses, $(s-P-aq^2)/q^4\to 1/4+(b-a^2)/P$. Subtract $aq^2s^2$ from both sides of the rearranged cubic and group the terms in $a$:

$$s^2(s-P-aq^2)=-a\,q^2 s\,(s-P)+\tfrac{P}{4}q^4s+P\,b\,q^4+r .$$

Dividing by $q^4s^2$ gives

$$\frac{s-P-aq^2}{q^4}=\frac{-a\,s\,\frac{s-P}{q^2}+\frac{Ps}{4}+P\,b+\frac{r}{q^4}}{s^2}.$$

The quotient $(s-P)/q^2$ on the right tends to $a$ by the previous theorem, called `hD` here. The limit is therefore

$$\frac{-a^2P+P^2/4+P\,b}{P^2}=\frac14+\frac{b-a^2}{P}.$$

This is the feedback of the opening example, now with $b$ present. The Lean proof has the same structure as before, with `hD` as the new ingredient.

## Moments of the Fermi sphere

```lean
/-- The even moments of one velocity component in a filled Fermi sphere of radius `v > 0`. -/
theorem fermiAverage_even {v : ℝ} (hv : 0 < v) (k : ℕ) :
    fermiAverage v (fun u => u ^ (2 * k)) =
      3 * v ^ (2 * k) / ((2 * (k : ℝ) + 1) * (2 * (k : ℝ) + 3)) := by
  have hsplit : ∀ u : ℝ, u ^ (2 * k) * (3 / (4 * v ^ 3) * (v ^ 2 - u ^ 2)) =
      3 / (4 * v ^ 3) * v ^ 2 * u ^ (2 * k) - 3 / (4 * v ^ 3) * u ^ (2 * k + 2) := by
    intro u
    ring
  have h1 : (-v) ^ (2 * k + 1) = -(v ^ (2 * k) * v) := by
    rw [Odd.neg_pow ⟨k, rfl⟩, pow_succ]
  have h2 : (-v) ^ (2 * k + 2 + 1) = -(v ^ (2 * k) * v ^ 3) := by
    rw [Odd.neg_pow ⟨k + 1, by ring⟩, ← pow_add]
  have h3 : v ^ (2 * k + 2 + 1) = v ^ (2 * k) * v ^ 3 := by rw [← pow_add]
  have c1 : ((2 * k : ℕ) : ℝ) + 1 = 2 * (k : ℝ) + 1 := by push_cast; ring
  have c2 : ((2 * k + 2 : ℕ) : ℝ) + 1 = 2 * (k : ℝ) + 3 := by push_cast; ring
  unfold fermiAverage
  simp_rw [hsplit]
  rw [intervalIntegral.integral_sub
      ((by fun_prop : Continuous fun u : ℝ =>
        3 / (4 * v ^ 3) * v ^ 2 * u ^ (2 * k)).intervalIntegrable _ _)
      ((by fun_prop : Continuous fun u : ℝ =>
        3 / (4 * v ^ 3) * u ^ (2 * k + 2)).intervalIntegrable _ _),
    intervalIntegral.integral_const_mul, intervalIntegral.integral_const_mul,
    integral_pow, integral_pow, c1, c2, h1, h2, h3, pow_succ v (2 * k)]
  have d1 : 2 * (k : ℝ) + 1 ≠ 0 := by positivity
  have d2 : 2 * (k : ℝ) + 3 ≠ 0 := by positivity
  have hv0 : v ≠ 0 := hv.ne'
  generalize v ^ (2 * k) = w
  field_simp
  ring
```

For every natural number $k$, including 0,

$$\langle u^{2k}\rangle=\frac{3}{4v^3}\left(\frac{2v^{2k+3}}{2k+1}-\frac{2v^{2k+3}}{2k+3}\right)=\frac{3v^{2k}}{(2k+1)(2k+3)} .$$

The case $k=0$ gives 1, so the weight is normalised. The proof splits the integrand into two powers (`hsplit`), integrates each, and uses the fact that an odd power of $-v$ changes sign.

```lean
/-- For a Fermi sphere of radius `v > 0`, the moments `3⟨u²⟩` and `5⟨u⁴⟩` are `3v²/5` and
`3v⁴/7`. -/
theorem fermi_moments {v : ℝ} (hv : 0 < v) :
    3 * fermiAverage v (fun u => u ^ 2) = 3 * v ^ 2 / 5 ∧
      5 * fermiAverage v (fun u => u ^ 4) = 3 * v ^ 4 / 7 := by
  have m2 : fermiAverage v (fun u => u ^ 2) = v ^ 2 / 5 :=
    (fermiAverage_even hv 1).trans (by push_cast; ring)
  have m4 : fermiAverage v (fun u => u ^ 4) = 3 * v ^ 4 / 35 :=
    (fermiAverage_even hv 2).trans (by push_cast; ring)
  rw [m2, m4]
  constructor <;> ring
```

Taking $k=1$ and $k=2$ gives $\langle u^2\rangle=v^2/5$ and $\langle u^4\rangle=3v^4/35$. Hence $a=3v^2/5$ and $b=3v^4/7$. The symbol `∧` joins the two statements.

```lean
/-- For `P > 0` and the moments of a Fermi sphere of radius `v > 0`, a root branch of the plasmon
cubic that tends to `P` has `q ^ 4` coefficient `1/4 + 12v⁴/(175P)`. -/
theorem electron_gas_quartic {P v : ℝ} {s : ℝ → ℝ} (hP : 0 < P) (hv : 0 < v)
    (hs : Tendsto s (𝓝[≠] 0) (𝓝 P))
    (h : ∀ᶠ q in 𝓝[≠] 0, plasmonCubic P (3 * fermiAverage v (fun u => u ^ 2))
      (5 * fermiAverage v (fun u => u ^ 4)) q (s q) = 0) :
    Tendsto (fun q => (s q - P - 3 * v ^ 2 / 5 * q ^ 2) / q ^ 4) (𝓝[≠] 0)
      (𝓝 (1 / 4 + 12 * v ^ 4 / (175 * P))) := by
  rw [(fermi_moments hv).1, (fermi_moments hv).2] at h
  have lim := plasmon_quartic (r := fun _ => 0) hP hs (by simp) h
  have e : 1 / 4 + (3 * v ^ 4 / 7 - (3 * v ^ 2 / 5) ^ 2) / P =
      1 / 4 + 12 * v ^ 4 / (175 * P) := by ring
  rw [e] at lim
  exact lim
```

Here the cubic holds without a remainder, and its constants are the computed moments. Since

$$b-a^2=\left(\tfrac37-\tfrac{9}{25}\right)v^4=\tfrac{12}{175}v^4 ,$$

the coefficient is $1/4+12v^4/(175P)$. The proof inserts the moments and applies `plasmon_quartic` with $r=0$. The theorem treats $P$ and $v$ as independent positive numbers; in the spin-unpolarised three-dimensional gas both are fixed by the density, with $P=4v^3/(3\pi)$ in atomic units.

For a simple numerical instance, take $P=v=1$, which illustrates the algebra and not an actual density. Then $a=0.6$, and the predicted coefficient is $1/4+12/175\approx0.3186$. At $q^2=0.1$ the cubic has the root $s\approx1.06261$, so $(s-1-0.6\,q^2)/q^4\approx0.261$. At $q^2=0.01$ the root is $s\approx1.0060312$ and the quotient is about $0.312$, already close to the limit.

For a uniform-gas response code, the coefficient offers a small-$q$ check on the position of the plasmon peak in the loss function $-\mathrm{Im}(1/\varepsilon)$, within the undamped random-phase model.

## From squared frequency to frequency

```lean
/-- If the plasmon frequency `ω` tends to `ωp > 0` and its square solves the plasmon cubic, then
its own `q ^ 2` coefficient is `a / (2 * ωp)`. -/
theorem plasmon_frequency {ωp a b : ℝ} {ω : ℝ → ℝ} (hp : 0 < ωp)
    (hω : Tendsto ω (𝓝[≠] 0) (𝓝 ωp))
    (h : ∀ᶠ q in 𝓝[≠] 0, plasmonCubic (ωp ^ 2) a b q (ω q ^ 2) = 0) :
    Tendsto (fun q => (ω q - ωp) / q ^ 2) (𝓝[≠] 0) (𝓝 (a / (2 * ωp))) := by
  have hD := plasmon_quadratic (s := fun q => ω q ^ 2) (r := fun _ => 0)
    (pow_pos hp 2) (hω.pow 2) (by simp) h
  have hsum : Tendsto (fun q => ω q + ωp) (𝓝[≠] 0) (𝓝 (2 * ωp)) := by
    rw [two_mul]
    exact hω.add_const ωp
  have hne : 2 * ωp ≠ 0 := by positivity
  have lim : Tendsto (fun q => (ω q ^ 2 - ωp ^ 2) / q ^ 2 / (ω q + ωp)) (𝓝[≠] 0)
      (𝓝 (a / (2 * ωp))) := hD.div hsum hne
  refine lim.congr' ?_
  -- the difference of squares is factored
  filter_upwards [hsum.eventually_ne hne] with q h1
  rw [div_eq_iff h1]
  ring

end

end PlasmonDispersion
```

Here `ωp` is $\omega_p>0$, and $P$ has been replaced by $\omega_p^2$. If $\omega(q)\to\omega_p$ and $\omega^2$ solves the cubic near $q=0$, then

$$\frac{\omega-\omega_p}{q^2}=\frac{\omega^2-\omega_p^2}{q^2}\cdot\frac{1}{\omega+\omega_p}\;\longrightarrow\;\frac{a}{2\omega_p}.$$

The first factor tends to $a$ by `plasmon_quadratic`, and the sum $\omega+\omega_p$ tends to $2\omega_p$, which is `hsum`. With the Fermi-sphere value of $a$, the coefficient becomes $3v^2/(10\,\omega_p)$.

```lean
#print axioms PlasmonDispersion.dielectric_eq_zero_iff
#print axioms PlasmonDispersion.exists_plasmon_branch
#print axioms PlasmonDispersion.electron_gas_quartic
#print axioms PlasmonDispersion.plasmon_frequency
```

```
'PlasmonDispersion.dielectric_eq_zero_iff' depends on axioms: [propext, Classical.choice, Quot.sound]
'PlasmonDispersion.exists_plasmon_branch' depends on axioms: [propext, Classical.choice, Quot.sound]
'PlasmonDispersion.electron_gas_quartic' depends on axioms: [propext, Classical.choice, Quot.sound]
'PlasmonDispersion.plasmon_frequency' depends on axioms: [propext, Classical.choice, Quot.sound]
```
